# The implicit magnetic rotation step has exactly one solution, and it preserves speed

Advance a charged particle in a magnetic field with the force evaluated at the old velocity, $w = v + 2\,v\times t$, and, unless $v$ is parallel to $t$, the particle gains energy from a field that does no work: $|w|^2 = |v|^2 + 4|v\times t|^2$. Here $v$ and $w$ are the velocities before and after the step, and $t = qhB/(2m)$ for charge $q$, mass $m$, time step $h$ and field $B$. Using the mean of the two velocities instead gives

$$w - v = (w+v)\times t ,$$

which preserves the speed but has the unknown $w$ on both sides. It can be solved in closed form.

```lean
import Mathlib

open Matrix

namespace MagneticRotationStep

noncomputable section
```

## Velocities and the three updates

A velocity is a triple of real components, numbered 0, 1, 2.

```lean
/-- Vectors of three-dimensional space, in Cartesian components. -/
abbrev Vec := Fin 3 → ℝ
```

The explicit candidate is $w = v + (v + v\times t)\times \dfrac{2t}{1+|t|^2}$. In Lean, `⨯₃` is the cross product and `⬝ᵥ` the dot product. Since Mathlib's norm on `Fin 3 → ℝ` is the largest absolute component, the Euclidean $|t|^2$ is written `t ⬝ᵥ t`.

```lean
/-- The explicit magnetic rotation `v + (v + v × t) × (2t / (1 + |t|²))` of a velocity `v`,
for a rotation vector `t` along the magnetic field. -/
def borisRotation (t v : Vec) : Vec :=
  v + (v + v ⨯₃ t) ⨯₃ ((2 / (1 + t ⬝ᵥ t)) • t)
```

In a uniform magnetic field the exact velocity rotates about the unit field direction $n$. With angle $\theta$, and the sense of rotation set by $v\times n$, it reads

$$G_\theta v = \cos\theta\, v + \sin\theta\,(v\times n) + (1-\cos\theta)(v\cdot n)\,n .$$

```lean
/-- Rodrigues' form of the gyration of a velocity `v` by the angle `θ` about a unit vector `n`,
in the sense of rotation given by `v × n`. -/
def gyration (n : Vec) (θ : ℝ) (v : Vec) : Vec :=
  Real.cos θ • v + Real.sin θ • (v ⨯₃ n) + (1 - Real.cos θ) • ((v ⬝ᵥ n) • n)
```

An electric field $E$ enters through a half kick $a = qhE/(2m)$ on either side of the rotation.

```lean
/-- The velocity update with an electric field: a half kick `a`, the magnetic rotation,
and a second half kick `a`. -/
def borisPush (a t v : Vec) : Vec := borisRotation t (v + a) + a
```

## Solving the implicit equation

Vector identities will be checked by components, which takes two preparatory facts: equality of vectors is equality of components, and

$$(a\times b)_0 = a_1b_2 - a_2b_1 \quad\text{and cyclically.}$$

```lean
/-- Two vectors are equal exactly when their three Cartesian components agree. -/
theorem vec_eq_iff (a b : Vec) : a = b ↔ a 0 = b 0 ∧ a 1 = b 1 ∧ a 2 = b 2 := by
  constructor
  · intro h
    rw [h]
    exact ⟨rfl, rfl, rfl⟩
  · rintro ⟨h0, h1, h2⟩
    ext i
    fin_cases i
    exacts [h0, h1, h2]

/-- The Cartesian components of the cross product. -/
theorem cross_coords (a b : Vec) :
    (a ⨯₃ b) 0 = a 1 * b 2 - a 2 * b 1 ∧ (a ⨯₃ b) 1 = a 2 * b 0 - a 0 * b 2 ∧
      (a ⨯₃ b) 2 = a 0 * b 1 - a 1 * b 0 := by
  refine ⟨?_, ?_, ?_⟩ <;> simp [cross_apply]
```

Set $d = w - v$. Since $w + v = 2v + d$, the implicit equation becomes $d - d\times t = r$ with $r = 2\,v\times t$.

To invert the left side, dot with $t$, which gives $d\cdot t = r\cdot t$. Then cross with $t$ and use $(d\times t)\times t = (d\cdot t)\,t - |t|^2 d$:

$$d\times t = r\times t + (r\cdot t)\,t - |t|^2 d .$$

Substituting this into $d = r + d\times t$ gives

$$(1+|t|^2)\,d = r + r\times t + (r\cdot t)\,t .$$

Here $r\cdot t = 0$, so $d = c\,(v + v\times t)\times t$ with $c = 2/(1+|t|^2)$. This is the explicit formula, and no other $w$ is possible.

Conversely, put $p = v\times t$ and $d = c\,(p + p\times t)$. Because $p\cdot t = 0$, we have $d\times t = c\,(p\times t - |t|^2p)$. Hence $d - d\times t = c(1+|t|^2)\,p = 2p$, and the equation holds.

The proof turns on the tactic `linear_combination`. Given equations $l_i = r_i$ and coefficients $k_i$, it proves $L = R$ by checking that $L - R - \sum_i k_i(l_i - r_i)$ vanishes identically, which is a task for ring algebra. It doesn't search for the coefficients; the derivation by hand supplies them. In the first direction the coefficients of the three component equations are the rows of the inverse just found: the first row is $c/2 = 1/(1+|t|^2)$ times $(1+t_0^2,\ t_2+t_0t_1,\ -t_1+t_0t_2)$. In the second they apply $d\mapsto d - d\times t$. The fraction is named `c` and enters only through `hc`, the equation $c(1+|t|^2)=2$, so the algebra stays polynomial.

```lean
/-- The implicit equation `w - v = (w + v) × t` has the explicit magnetic rotation of `v`
as its one and only solution. -/
theorem implicit_iff (t v w : Vec) :
    w - v = (w + v) ⨯₃ t ↔ w = borisRotation t v := by
  have hd : 0 < 1 + t ⬝ᵥ t := by
    simp only [dotProduct, Fin.sum_univ_three]
    nlinarith [sq_nonneg (t 0), sq_nonneg (t 1), sq_nonneg (t 2)]
  have hd' := hd.ne'
  obtain ⟨c, hcdef⟩ : ∃ c : ℝ, c = 2 / (1 + t ⬝ᵥ t) := ⟨_, rfl⟩
  have hc : c * (1 + t ⬝ᵥ t) = 2 := by
    rw [hcdef]
    field_simp
  unfold borisRotation
  rw [← hcdef, vec_eq_iff, vec_eq_iff]
  simp only [dotProduct, Fin.sum_univ_three] at hc
  simp only [Pi.add_apply, Pi.sub_apply, Pi.smul_apply, smul_eq_mul, cross_coords]
  constructor
  · -- invert the linear map `w ↦ w - w × t`
    rintro ⟨e0, e1, e2⟩
    refine ⟨?_, ?_, ?_⟩
    · linear_combination c / 2 * ((1 + t 0 ^ 2) * e0 + (t 2 + t 0 * t 1) * e1
        + (-t 1 + t 0 * t 2) * e2) - (w 0 - v 0) / 2 * hc
    · linear_combination c / 2 * ((-t 2 + t 0 * t 1) * e0 + (1 + t 1 ^ 2) * e1
        + (t 0 + t 1 * t 2) * e2) - (w 1 - v 1) / 2 * hc
    · linear_combination c / 2 * ((t 1 + t 0 * t 2) * e0 + (-t 0 + t 1 * t 2) * e1
        + (1 + t 2 ^ 2) * e2) - (w 2 - v 2) / 2 * hc
  · -- insert the explicit formula
    rintro ⟨e0, e1, e2⟩
    refine ⟨?_, ?_, ?_⟩
    · linear_combination e0 - t 2 * e1 + t 1 * e2 + (v 1 * t 2 - v 2 * t 1) * hc
    · linear_combination e1 - t 0 * e2 + t 2 * e0 + (v 2 * t 0 - v 0 * t 2) * hc
    · linear_combination e2 - t 1 * e0 + t 0 * e1 + (v 0 * t 1 - v 1 * t 0) * hc
```

## Speed, angles and the parallel component

Let $v, u$ be two velocities with images $w, z$. Dot $w - v = (w+v)\times t$ with $z+u$, dot $z - u = (z+u)\times t$ with $w+v$, and add. The triple products on the right are opposite, so

$$0 = (w-v)\cdot(z+u) + (z-u)\cdot(w+v) = 2\,(w\cdot z - v\cdot u).$$

In Lean, `generalize` replaces the explicit formula by a letter, leaving only the implicit equation to work with.

```lean
/-- The magnetic rotation preserves the scalar product of any two velocities. -/
theorem borisRotation_dot (t v u : Vec) :
    borisRotation t v ⬝ᵥ borisRotation t u = v ⬝ᵥ u := by
  have e := (implicit_iff t v _).2 rfl
  have f := (implicit_iff t u _).2 rfl
  generalize borisRotation t v = w at e ⊢
  generalize borisRotation t u = z at f ⊢
  rw [vec_eq_iff] at e f
  simp only [Pi.add_apply, Pi.sub_apply, cross_coords] at e f
  obtain ⟨e0, e1, e2⟩ := e
  obtain ⟨f0, f1, f2⟩ := f
  simp only [dotProduct, Fin.sum_univ_three]
  -- the two triple products cancel
  linear_combination ((z 0 + u 0) * e0 + (z 1 + u 1) * e1 + (z 2 + u 2) * e2
    + (w 0 + v 0) * f0 + (w 1 + v 1) * f1 + (w 2 + v 2) * f2) / 2
```

Taking $u = v$ gives $|w|^2 = |v|^2$. Dotting the implicit equation with $t$ annihilates its right side, so $w\cdot t = v\cdot t$. The main theorem collects these facts for every real $t$ and $v$, with no restriction on the step size.

```lean
/-- The magnetic rotation step: `w - v = (w + v) × t` is solved by the explicit rotation of `v`
and by nothing else, and this solution has the squared length of `v` and the same scalar
product with `t` as `v`. -/
theorem magnetic_rotation_step (t v : Vec) :
    (∀ w : Vec, w - v = (w + v) ⨯₃ t ↔ w = borisRotation t v) ∧
      borisRotation t v ⬝ᵥ borisRotation t v = v ⬝ᵥ v ∧
      borisRotation t v ⬝ᵥ t = v ⬝ᵥ t := by
  refine ⟨implicit_iff t v, borisRotation_dot t v v, ?_⟩
  have e := (implicit_iff t v _).2 rfl
  generalize borisRotation t v = w at e ⊢
  rw [vec_eq_iff] at e
  simp only [Pi.add_apply, Pi.sub_apply, cross_coords] at e
  obtain ⟨e0, e1, e2⟩ := e
  simp only [dotProduct, Fin.sum_univ_three]
  linear_combination t 0 * e0 + t 1 * e1 + t 2 * e2
```

## The angle of rotation

Let $t = Tn$ with $|n| = 1$ and $T = \tan(\theta/2)$. Then $2/(1+T^2) = 2\cos^2(\theta/2)$, and the two coefficients in the formula become

$$2\cos^2(\theta/2)\,T = \sin\theta,\qquad 2\cos^2(\theta/2)\,T^2 = 1-\cos\theta .$$

So $w = v + \sin\theta\,(v\times n) + (1-\cos\theta)\,(v\times n)\times n$. Inserting $(v\times n)\times n = (v\cdot n)\,n - v$ gives $G_\theta v$. The hypothesis $\cos(\theta/2)\neq 0$ excludes half-turns, where the tangent diverges.

```lean
/-- With `t = tan(θ/2) n` along a unit vector `n`, the magnetic rotation step is the gyration
by the angle `θ`, provided `cos(θ/2)` does not vanish. -/
theorem borisRotation_tan_half (n v : Vec) (θ : ℝ) (hn : n ⬝ᵥ n = 1)
    (hθ : Real.cos (θ / 2) ≠ 0) :
    borisRotation (Real.tan (θ / 2) • n) v = gyration n θ v := by
  have hT := Real.tan_mul_cos hθ
  have sc := Real.sin_sq_add_cos_sq (θ / 2)
  have hcos : Real.cos θ = 2 * Real.cos (θ / 2) ^ 2 - 1 := by
    rw [← Real.cos_two_mul]
    congr 1
    ring
  have hsin : Real.sin θ = 2 * Real.sin (θ / 2) * Real.cos (θ / 2) := by
    rw [← Real.sin_two_mul]
    congr 1
    ring
  unfold borisRotation gyration
  generalize Real.tan (θ / 2) = T at hT ⊢
  generalize Real.cos (θ / 2) = C at hT sc hcos hsin
  generalize Real.sin (θ / 2) = S at hT sc hsin
  have hd : (T • n) ⬝ᵥ (T • n) = T ^ 2 := by
    rw [smul_dotProduct, dotProduct_smul, hn]
    simp only [smul_eq_mul]
    ring
  have hc : 2 / (1 + T ^ 2) = 2 * C ^ 2 := by
    rw [div_eq_iff (by positivity)]
    linear_combination (-2) * (T * C + S) * hT - 2 * sc
  -- half-angle identities for the two rotation coefficients
  have h1 : 2 * C ^ 2 * T = Real.sin θ := by
    rw [hsin]
    linear_combination 2 * C * hT
  have h2 : 2 * C ^ 2 * T ^ 2 = 1 - Real.cos θ := by
    rw [hcos]
    linear_combination 2 * (T * C + S) * hT + 2 * sc
  rw [hd, hc, vec_eq_iff]
  simp only [dotProduct, Fin.sum_univ_three] at hn
  simp only [Pi.add_apply, Pi.smul_apply, smul_eq_mul, cross_coords, dotProduct,
    Fin.sum_univ_three]
  refine ⟨?_, ?_, ?_⟩
  · linear_combination (v 1 * n 2 - v 2 * n 1) * h1
      + ((v 2 * n 0 - v 0 * n 2) * n 2 - (v 0 * n 1 - v 1 * n 0) * n 1) * h2
      - (1 - Real.cos θ) * v 0 * hn
  · linear_combination (v 2 * n 0 - v 0 * n 2) * h1
      + ((v 0 * n 1 - v 1 * n 0) * n 0 - (v 1 * n 2 - v 2 * n 1) * n 2) * h2
      - (1 - Real.cos θ) * v 1 * hn
  · linear_combination (v 0 * n 1 - v 1 * n 0) * h1
      + ((v 1 * n 2 - v 2 * n 1) * n 1 - (v 2 * n 0 - v 0 * n 2) * n 0) * h2
      - (1 - Real.cos θ) * v 2 * hn
```

With $\theta = \omega s$, where $s$ is time and $\omega$ a constant angular frequency, differentiation gives

$$\frac{d}{ds}G_{\omega s}v = \omega\left[-\sin\omega s\; v + \cos\omega s\,(v\times n) + \sin\omega s\,(v\cdot n)\,n\right] = \omega\,(G_{\omega s}v)\times n ,$$

by the same double-product identity. The file states this as a derivative at every real $s$.

```lean
/-- Gyration at the constant angular frequency `ω` about a unit vector `n` solves the
equation of motion `dv/ds = ω v × n`. -/
theorem gyration_hasDerivAt (n v : Vec) (ω s : ℝ) (hn : n ⬝ᵥ n = 1) :
    HasDerivAt (fun x : ℝ => gyration n (ω * x) v)
      (ω • (gyration n (ω * s) v ⨯₃ n)) s := by
  have hl : HasDerivAt (fun x : ℝ => ω * x) ω s := by
    simpa using (hasDerivAt_id' s).const_mul ω
  have h := ((hl.cos.smul_const v).fun_add (hl.sin.smul_const (v ⨯₃ n))).fun_add
    ((hl.cos.const_sub 1).smul_const ((v ⬝ᵥ n) • n))
  refine h.congr_deriv ?_
  rw [vec_eq_iff]
  simp only [dotProduct, Fin.sum_univ_three] at hn
  simp only [gyration, Pi.add_apply, Pi.smul_apply, smul_eq_mul, cross_coords, dotProduct,
    Fin.sum_univ_three]
  refine ⟨?_, ?_, ?_⟩
  · linear_combination ω * Real.sin (ω * s) * v 0 * hn
  · linear_combination ω * Real.sin (ω * s) * v 1 * hn
  · linear_combination ω * Real.sin (ω * s) * v 2 * hn
```

For a uniform field, $\omega = q|B|/m$. The choice $t = qhB/(2m)$ therefore turns the velocity by $2\arctan(\omega h/2)$ instead of $\omega h$: the speed is exact, but the phase lags, by about $(\omega h)^3/12$ per step when $|\omega h|$ is small. However large $|\omega h|$ is, one step turns the velocity by less than a half-turn. Taking $t = \tan(\omega h/2)\,n$ removes that phase error, provided $\cos(\omega h/2)\neq 0$.

## Adding the electric field

From here on, $u$ is the new velocity. Kick-rotate-kick means that $u - a$ is the magnetic rotation of $v + a$. By the equivalence already proved, this says

$$(u-a)-(v+a) = (u-a+v+a)\times t,$$

that is, $u - v = 2a + (u+v)\times t$.

```lean
/-- With an electric half kick `a`, the kick-rotate-kick update is the one and only solution
of the implicit velocity equation `u - v = 2a + (u + v) × t`. -/
theorem borisPush_iff (a t v u : Vec) :
    u - v = (2 : ℝ) • a + (u + v) ⨯₃ t ↔ u = borisPush a t v := by
  unfold borisPush
  have hk : u = borisRotation t (v + a) + a ↔ u - a = borisRotation t (v + a) :=
    sub_eq_iff_eq_add.symm
  rw [hk, ← implicit_iff t (v + a) (u - a), show u - a + (v + a) = u + v by abel]
  constructor <;> intro h <;> linear_combination (norm := module) h
```

Dotting with $u+v$ removes the magnetic term and leaves $|u|^2 - |v|^2 = 2a\cdot(u+v)$. Multiplied by $m/2$, the right side is $h\,qE\cdot(u+v)/2$, the work of the electric force at the mean velocity.

```lean
/-- The change of the squared speed in a kick-rotate-kick update is twice the scalar product
of the half kick `a` with the sum of the old and new velocities. -/
theorem borisPush_energy (a t v : Vec) :
    borisPush a t v ⬝ᵥ borisPush a t v - v ⬝ᵥ v = 2 * (a ⬝ᵥ (borisPush a t v + v)) := by
  have e := (borisPush_iff a t v _).2 rfl
  generalize borisPush a t v = u at e ⊢
  rw [vec_eq_iff] at e
  simp only [Pi.add_apply, Pi.sub_apply, Pi.smul_apply, smul_eq_mul, cross_coords] at e
  obtain ⟨e0, e1, e2⟩ := e
  simp only [dotProduct, Fin.sum_univ_three, Pi.add_apply]
  -- the magnetic term is orthogonal to `u + v`
  linear_combination (u 0 + v 0) * e0 + (u 1 + v 1) * e1 + (u 2 + v 2) * e2

end

end MagneticRotationStep
```

```lean
#print axioms MagneticRotationStep.magnetic_rotation_step
-- 'MagneticRotationStep.magnetic_rotation_step' depends on axioms: [propext, Classical.choice, Quot.sound]
#print axioms MagneticRotationStep.borisRotation_tan_half
-- 'MagneticRotationStep.borisRotation_tan_half' depends on axioms: [propext, Classical.choice, Quot.sound]
#print axioms MagneticRotationStep.gyration_hasDerivAt
-- 'MagneticRotationStep.gyration_hasDerivAt' depends on axioms: [propext, Classical.choice, Quot.sound]
#print axioms MagneticRotationStep.borisPush_energy
-- 'MagneticRotationStep.borisPush_energy' depends on axioms: [propext, Classical.choice, Quot.sound]
```

## The step in a particle code

This is the velocity update of the Boris scheme, used in particle-in-cell plasma simulation, here for one non-relativistic particle with prescribed fields and exact real arithmetic:

```
t  = (q*h/(2*m)) * B
a  = (q*h/(2*m)) * E
s  = 2*t / (1 + dot(t,t))
vm = v + a
vp = vm + cross(vm + cross(vm, t), s)
v  = vp + a
```

No linear system is solved and no iteration is needed. A full code alternates this update with a position update and evaluates the fields at the new position; the theorems concern the velocity update alone. Without an electric field they keep the speed constant over any number of steps, but they give no bound on the error of trajectories or, with an electric field, on the drift of the total energy.
